# Superexchange in a biased Hubbard dimer: for |b| < U, the singlet energy gain approaches 4Ut²/(U² − b²) at weak hopping

Two electrons share two sites with hopping $t$ and on-site repulsion $U$. The site energies are $\pm b/2$, so the bias $b$ is their full difference. With one electron on each site, the energy is zero before hopping. Virtual hops lower the singlet, while Pauli exclusion leaves the triplet at zero. If $E$ is the lowest singlet energy, $-E$ is therefore the antiferromagnetic exchange splitting. The question is how it depends on $b$ when $t$ is small.

```lean
import Mathlib

open Matrix Filter Topology

namespace BiasedSuperexchange

noncomputable section

/-- Singlet Hamiltonian of the two-site Hubbard model with hopping `t`, repulsion `U` and
site-energy bias `b`, in the basis of the covalent singlet and the two doubly occupied states. -/
def singletMatrix (t U b : ℝ) : Matrix (Fin 3) (Fin 3) ℝ :=
  !![0, Real.sqrt 2 * t, Real.sqrt 2 * t;
     Real.sqrt 2 * t, U + b, 0;
     Real.sqrt 2 * t, 0, U - b]
```

The basis is the covalent singlet followed by the two doubly occupied states, which cost $U+b$ and $U-b$. `Fin 3` labels the three states, and `!![...]` lists the matrix by rows. The reduction of the two-electron Hamiltonian to this matrix, with the triplet at zero, is physical input and is not derived in Lean.

```lean
/-- The singlet energy levels: the real numbers that have a nonzero eigenvector. -/
def singletLevels (t U b : ℝ) : Set ℝ :=
  {E | ∃ v : Fin 3 → ℝ, v ≠ 0 ∧ singletMatrix t U b *ᵥ v = E • v}
```

A level is a real $E$ with $Hv=Ev$ for some $v\neq0$. Here `*ᵥ` applies a matrix to a vector and `•` multiplies by a scalar.

```lean
/-- The singlet ground-state energy, the infimum of the singlet levels. -/
def singletEnergy (t U b : ℝ) : ℝ := sInf (singletLevels t U b)
```

The ground-state energy is defined as an infimum; a theorem below shows that it is attained when $|b|\le U$.

```lean
/-- The superexchange coefficient `4U/(U² - b²)`, in units of `t²`, for `|b| < U`. -/
def superexchange (U b : ℝ) : ℝ := 4 * U / (U ^ 2 - b ^ 2)
```

This is the coefficient $J=4U/(U^2-b^2)$. To second order in $t$, the exchange energy is $Jt^2$; textbooks often include the $t^2$ in $J$.

## The levels and their minimum

```lean
/-- Secular equation: `E` is a singlet level exactly when
`-E ((U - E)² - b²) = 4t² (U - E)`. -/
theorem mem_singletLevels_iff (t U b E : ℝ) :
    E ∈ singletLevels t U b ↔
      -E * ((U - E) ^ 2 - b ^ 2) = 4 * t ^ 2 * (U - E) := by
  have hs : Real.sqrt 2 ^ 2 = 2 := Real.sq_sqrt (by norm_num)
  have hdet : (singletMatrix t U b - E • (1 : Matrix (Fin 3) (Fin 3) ℝ)).det
      = -E * ((U - E) ^ 2 - b ^ 2) - 4 * t ^ 2 * (U - E) := by
    rw [Matrix.det_fin_three]
    simp [singletMatrix]
    linear_combination (-2 * t ^ 2 * (U - E)) * hs
  have hv : ∀ v : Fin 3 → ℝ,
      (singletMatrix t U b - E • (1 : Matrix (Fin 3) (Fin 3) ℝ)) *ᵥ v = 0 ↔
        singletMatrix t U b *ᵥ v = E • v := by
    intro v
    rw [Matrix.sub_mulVec, Matrix.smul_mulVec, Matrix.one_mulVec, sub_eq_zero]
  -- a nonzero eigenvector exists exactly when the determinant vanishes
  have h := Matrix.exists_mulVec_eq_zero_iff
    (M := singletMatrix t U b - E • (1 : Matrix (Fin 3) (Fin 3) ℝ))
  rw [hdet, sub_eq_zero] at h
  simp only [hv] at h
  exact h
```

Expanding the determinant gives
$$\det(H-E)=-E\big[(U-E)^2-b^2\big]-4t^2(U-E).$$
A nonzero eigenvector exists exactly when this vanishes. In the proof, `hdet` is the expansion, `hv` rewrites $(H-E)v=0$ as $Hv=Ev$, and a Mathlib theorem links the two.

```lean
/-- For a bias `|b| ≤ U`, no singlet level lies below `-2|t|`. -/
theorem level_ge {t U b E : ℝ} (hb : |b| ≤ U) (hE : E ∈ singletLevels t U b) :
    -(2 * |t|) ≤ E := by
  rw [mem_singletLevels_iff] at hE
  have hU : 0 ≤ U := (abs_nonneg b).trans hb
  have hb2 : b ^ 2 ≤ U ^ 2 := sq_le_sq' (abs_le.1 hb).1 (abs_le.1 hb).2
  by_contra hlt
  have ht := abs_nonneg t
  have hx : 2 * |t| < -E := by linarith [not_le.1 hlt]
  have hx2 : 4 * t ^ 2 < E ^ 2 := by
    have hp : 0 < (-E - 2 * |t|) * (-E + 2 * |t|) :=
      mul_pos (by linarith) (by linarith)
    nlinarith [sq_abs t]
  have h1 : 0 < (E ^ 2 - 4 * t ^ 2) * (U - E) := mul_pos (by linarith) (by linarith)
  have h2 : 0 ≤ -E * (U ^ 2 - b ^ 2) := mul_nonneg (by linarith) (by linarith)
  have h3 : 0 ≤ E ^ 2 * U := by positivity
  nlinarith
```

Suppose $E<-2|t|$. The difference of the two sides of the secular equation is
$$(E^2-4t^2)(U-E)+(-E)(U^2-b^2)+UE^2.$$
The first term is positive and the others are nonnegative, so the equation fails. These are `h1`, `h2` and `h3`; `nlinarith`, which searches for proofs of polynomial inequalities, combines them.

```lean
/-- For a bias `|b| ≤ U`, the singlet ground-state energy is the lowest singlet level, and it
is not positive. -/
theorem singletEnergy_isLeast (t : ℝ) {U b : ℝ} (hb : |b| ≤ U) :
    IsLeast (singletLevels t U b) (singletEnergy t U b) ∧ singletEnergy t U b ≤ 0 := by
  have hU : 0 ≤ U := (abs_nonneg b).trans hb
  have hb2 : b ^ 2 ≤ U ^ 2 := sq_le_sq' (abs_le.1 hb).1 (abs_le.1 hb).2
  have ht := abs_nonneg t
  have hbdd : BddBelow (singletLevels t U b) := ⟨-(2 * |t|), fun _ h => level_ge hb h⟩
  have hclosed : IsClosed (singletLevels t U b) := by
    have hset : singletLevels t U b =
        {E | -E * ((U - E) ^ 2 - b ^ 2) = 4 * t ^ 2 * (U - E)} :=
      Set.ext fun E => mem_singletLevels_iff t U b E
    rw [hset]
    exact isClosed_eq (by fun_prop) (by fun_prop)
  -- the secular function changes sign between `-2|t|` and `0`
  let f : ℝ → ℝ := fun E => -E * ((U - E) ^ 2 - b ^ 2) - 4 * t ^ 2 * (U - E)
  have hf : Continuous f := by
    change Continuous fun E : ℝ => -E * ((U - E) ^ 2 - b ^ 2) - 4 * t ^ 2 * (U - E)
    fun_prop
  have h0 : f 0 ≤ 0 := by
    have : 0 ≤ t ^ 2 * U := by positivity
    change -0 * ((U - 0) ^ 2 - b ^ 2) - 4 * t ^ 2 * (U - 0) ≤ 0
    linarith
  have h1 : 0 ≤ f (-(2 * |t|)) := by
    have p1 : 0 ≤ |t| * (U ^ 2 - b ^ 2) := mul_nonneg ht (by linarith)
    have p2 : 0 ≤ |t| ^ 2 * U := by positivity
    change 0 ≤ -(-(2 * |t|)) * ((U - -(2 * |t|)) ^ 2 - b ^ 2)
      - 4 * t ^ 2 * (U - -(2 * |t|))
    rw [← sq_abs t]
    nlinarith
  obtain ⟨E, hEI, hE⟩ := intermediate_value_Icc' (by linarith : -(2 * |t|) ≤ 0)
    hf.continuousOn ⟨h0, h1⟩
  have hmem : E ∈ singletLevels t U b :=
    (mem_singletLevels_iff t U b E).2 (sub_eq_zero.1 hE)
  exact ⟨⟨hclosed.csInf_mem ⟨E, hmem⟩ hbdd, fun _ h => csInf_le hbdd h⟩,
    (csInf_le hbdd hmem).trans hEI.2⟩
```

`IsLeast` says that the energy is itself a level and that no level lies below it. Let $f(E)$ be the determinant above. Then
$$f(0)=-4t^2U\le0,\qquad f(-2|t|)=2|t|(U^2-b^2)+4Ut^2\ge0.$$
The intermediate value theorem gives a level in $[-2|t|,0]$. The set of levels is closed and bounded below, so it contains its infimum, which is at most zero.

## Exchange at weak hopping

```lean
/-- For `|b| < U` and every hopping `t`, the singlet energy gain `-E` is at most the
superexchange value, and falls short of it by at most `16U(U² + b²)t⁴/(U² - b²)³`. -/
theorem exchange_bounds (t : ℝ) {U b : ℝ} (hb : |b| < U) :
    -singletEnergy t U b ≤ superexchange U b * t ^ 2 ∧
    superexchange U b * t ^ 2
      - 16 * U * (U ^ 2 + b ^ 2) / (U ^ 2 - b ^ 2) ^ 3 * t ^ 4 ≤ -singletEnergy t U b := by
  have hU : 0 < U := (abs_nonneg b).trans_lt hb
  have hb2 : b ^ 2 < U ^ 2 := sq_lt_sq' (abs_lt.1 hb).1 (abs_lt.1 hb).2
  obtain ⟨hl, hneg⟩ := singletEnergy_isLeast t hb.le
  have heq := (mem_singletLevels_iff t U b _).1 hl.1
  obtain ⟨x, hx⟩ : ∃ x, x = -singletEnergy t U b := ⟨_, rfl⟩
  have hE : singletEnergy t U b = -x := by linarith
  have hx0 : 0 ≤ x := by linarith
  rw [hE] at heq
  rw [← hx]
  unfold superexchange
  obtain ⟨D, hD⟩ : ∃ D, D = U ^ 2 - b ^ 2 := ⟨_, rfl⟩
  have hDpos : 0 < D := by linarith
  rw [← hD]
  have hQ : 0 < D + 2 * U * x + x ^ 2 := by positivity
  -- deviation from second order, multiplied by the shifted energy denominator
  have hG : (4 * U * t ^ 2 - x * D) * (D + 2 * U * x + x ^ 2)
      = 4 * t ^ 2 * x * (U * (U + x) + b ^ 2) := by
    subst hD
    linear_combination (-(U ^ 2 - b ^ 2)) * heq
  have hup : x * D ≤ 4 * U * t ^ 2 := by
    have h : 0 ≤ (4 * U * t ^ 2 - x * D) * (D + 2 * U * x + x ^ 2) := by
      rw [hG]; positivity
    linarith [nonneg_of_mul_nonneg_left h hQ]
  have hcmp : (U * (U + x) + b ^ 2) * D ≤ (U ^ 2 + b ^ 2) * (D + 2 * U * x + x ^ 2) := by
    have p1 : 0 ≤ U * x * (U ^ 2 + 3 * b ^ 2) := by positivity
    have p2 : 0 ≤ (U ^ 2 + b ^ 2) * x ^ 2 := by positivity
    subst hD
    nlinarith
  have hlow : (4 * U * t ^ 2 - x * D) * D ≤ 4 * t ^ 2 * x * (U ^ 2 + b ^ 2) := by
    refine le_of_mul_le_mul_right ?_ hQ
    calc (4 * U * t ^ 2 - x * D) * D * (D + 2 * U * x + x ^ 2)
        = 4 * t ^ 2 * x * ((U * (U + x) + b ^ 2) * D) := by linear_combination D * hG
      _ ≤ 4 * t ^ 2 * x * ((U ^ 2 + b ^ 2) * (D + 2 * U * x + x ^ 2)) :=
          mul_le_mul_of_nonneg_left hcmp (by positivity)
      _ = 4 * t ^ 2 * x * (U ^ 2 + b ^ 2) * (D + 2 * U * x + x ^ 2) := by ring
  constructor
  · rw [div_mul_eq_mul_div, le_div_iff₀ hDpos]
    exact hup
  · have e : 4 * U / D * t ^ 2 - 16 * U * (U ^ 2 + b ^ 2) / D ^ 3 * t ^ 4
        = (4 * U * t ^ 2 * D ^ 2 - 16 * U * (U ^ 2 + b ^ 2) * t ^ 4) / D ^ 3 := by
      field_simp
    rw [e, div_le_iff₀ (by positivity)]
    have h1 := mul_le_mul_of_nonneg_right hlow hDpos.le
    have h2 := mul_le_mul_of_nonneg_left hup
      (by positivity : 0 ≤ 4 * t ^ 2 * (U ^ 2 + b ^ 2))
    linarith
```

The hypothesis $|b|<U$ keeps both charge transfers at positive cost. Put $x=-E\ge0$, $D=U^2-b^2$ and $Q=D+2Ux+x^2$. The secular equation reads $xQ=4t^2(U+x)$, so
$$(4Ut^2-xD)\,Q=4t^2x\,(U^2+Ux+b^2).$$
This is `hG`. The right side is nonnegative and $Q>0$, hence $x\le4Ut^2/D$, the upper bound (`hup`).

For the lower bound, `hcmp` states $(U^2+Ux+b^2)D\le(U^2+b^2)Q$, because the difference is $Ux(U^2+3b^2)+(U^2+b^2)x^2\ge0$. Cancelling $Q$ gives `hlow`:
$$(4Ut^2-xD)\,D\le4t^2x\,(U^2+b^2).$$
Inserting the upper bound for $x$ on the right and dividing by $D^2$ yields
$$\frac{4Ut^2}{D}-x\le\frac{16U(U^2+b^2)t^4}{D^3}.$$

For this two-site model, the result bounds the error of replacing the singlet energy by its second-order Schrieffer–Wolff value.

```lean
/-- Strong-coupling limit: for fixed `|b| < U`, the singlet energy gain divided by `t²` tends to
`4U/(U² - b²)` as the hopping `t ≠ 0` tends to zero. -/
theorem tendsto_superexchange {U b : ℝ} (hb : |b| < U) :
    Tendsto (fun t => -singletEnergy t U b / t ^ 2) (𝓝[≠] 0)
      (𝓝 (4 * U / (U ^ 2 - b ^ 2))) := by
  have hlow : ∀ J K : ℝ, Tendsto (fun t : ℝ => J - K * t ^ 2) (𝓝[≠] 0) (𝓝 J) := by
    intro J K
    have hc : Continuous fun t : ℝ => J - K * t ^ 2 := by fun_prop
    have h := hc.tendsto 0
    exact tendsto_nhdsWithin_of_tendsto_nhds (by simpa using h)
  -- squeeze between the second-order value and its fourth-order correction
  refine tendsto_of_tendsto_of_tendsto_of_le_of_le'
    (hlow _ (16 * U * (U ^ 2 + b ^ 2) / (U ^ 2 - b ^ 2) ^ 3)) tendsto_const_nhds ?_ ?_
  · filter_upwards [self_mem_nhdsWithin] with t ht
    have ht0 : t ≠ 0 := ht
    rw [le_div_iff₀ (by positivity)]
    refine le_trans (le_of_eq ?_) (exchange_bounds t hb).2
    unfold superexchange
    ring
  · filter_upwards [self_mem_nhdsWithin] with t ht
    have ht0 : t ≠ 0 := ht
    rw [div_le_iff₀ (by positivity)]
    exact (exchange_bounds t hb).1
```

`Tendsto` expresses a limit, and `𝓝[≠] 0` means that $t$ approaches zero without equalling it. Dividing the bounds by $t^2$ traps $-E/t^2$ between $J-Kt^2$ and $J$, with $K=16U(U^2+b^2)/D^3$. The squeeze theorem finishes the proof.

## How the bias acts

```lean
/-- For `|b| < U`, the superexchange coefficient is the sum of two virtual charge transfers with
energy costs `U + b` and `U - b`. -/
theorem superexchange_eq_virtual {U b : ℝ} (hb : |b| < U) :
    superexchange U b = 2 / (U + b) + 2 / (U - b) := by
  have p1 : 0 < U + b := by linarith [(abs_lt.1 hb).1]
  have p2 : 0 < U - b := by linarith [(abs_lt.1 hb).2]
  have h3 : U ^ 2 - b ^ 2 = (U + b) * (U - b) := by ring
  rw [superexchange, h3, div_add_div _ _ p1.ne' p2.ne']
  congr 1
  ring
```

Over a common denominator, the sum is $4U/[(U+b)(U-b)]$. Each term, times $t^2$, is a squared matrix element $2t^2$ divided by the cost of one virtual charge transfer.

```lean
/-- The superexchange coefficient increases strictly with the bias on `0 ≤ b < U`. -/
theorem superexchange_strictMonoOn (U : ℝ) :
    StrictMonoOn (superexchange U) (Set.Ico 0 U) := by
  intro a ha b hb hab
  have hU : 0 < U := ha.1.trans_lt ha.2
  have h1 : a ^ 2 < b ^ 2 := by nlinarith [ha.1]
  have h2 : b ^ 2 < U ^ 2 := by nlinarith [hb.1, hb.2]
  exact div_lt_div_of_pos_left (by linarith) (by linarith) (by linarith)
```

`Set.Ico 0 U` is the interval $0\le b<U$. As $b$ grows there, $U^2-b^2$ shrinks but stays positive, so $J$ grows. Bias thus strengthens the leading-order exchange; the theorem concerns this coefficient, not $E$ at fixed $t$.

```lean
/-- At resonance, `b = U > 0`, the square of the singlet ground-state energy lies between `2t²`
and `4t²`. -/
theorem resonance_bounds (t : ℝ) {U : ℝ} (hU : 0 < U) :
    2 * t ^ 2 ≤ singletEnergy t U U ^ 2 ∧ singletEnergy t U U ^ 2 ≤ 4 * t ^ 2 := by
  obtain ⟨hl, hneg⟩ := singletEnergy_isLeast t (abs_of_pos hU).le
  have heq := (mem_singletLevels_iff t U U _).1 hl.1
  obtain ⟨E, hE⟩ : ∃ E, E = singletEnergy t U U := ⟨_, rfl⟩
  rw [← hE] at heq hneg ⊢
  have hpos : 0 < 2 * U - E := by linarith
  have h : E ^ 2 * (2 * U - E) = 4 * t ^ 2 * (U - E) := by linear_combination heq
  have p1 : 0 ≤ t ^ 2 * -E := mul_nonneg (sq_nonneg t) (by linarith)
  have p2 : 0 ≤ t ^ 2 * U := by positivity
  constructor
  · refine le_of_mul_le_mul_right ?_ hpos
    rw [h]
    linarith
  · refine le_of_mul_le_mul_right ?_ hpos
    rw [h]
    linarith

end

end BiasedSuperexchange
```

At $b=U$ one doubly occupied state is degenerate with the covalent singlet. The secular equation becomes
$$E^2=4t^2\,\frac{U-E}{2U-E}.$$
Since $E\le0$, the fraction lies between $1/2$ and $1$, which gives both bounds after the proof cancels $2U-E>0$. Hence $\sqrt2\,|t|\le-E\le2|t|$: the gain is of order $|t|$, whereas for fixed $|b|<U$ it is of order $t^2$ at weak hopping.

```lean
#print axioms BiasedSuperexchange.tendsto_superexchange
#print axioms BiasedSuperexchange.superexchange_eq_virtual
#print axioms BiasedSuperexchange.superexchange_strictMonoOn
#print axioms BiasedSuperexchange.resonance_bounds
```

```
'BiasedSuperexchange.tendsto_superexchange' depends on axioms: [propext, Classical.choice, Quot.sound]
'BiasedSuperexchange.superexchange_eq_virtual' depends on axioms: [propext, Classical.choice, Quot.sound]
'BiasedSuperexchange.superexchange_strictMonoOn' depends on axioms: [propext, Classical.choice, Quot.sound]
'BiasedSuperexchange.resonance_bounds' depends on axioms: [propext, Classical.choice, Quot.sound]
```
